# For positive J, a dominating Young diagram has the lower uniform-exchange energy

Take two particles with internal components, such as spin up and spin down, and let $P_{01}$ swap their components. With $H=-JP_{01}$ and $J>0$, a symmetric state has energy $-J$ and an antisymmetric one $+J$. The symmetric state belongs to the Young diagram $(2)$, a single row, and the antisymmetric one to $(1,1)$, a single column. Give each cell its content, column minus row, counted from zero. The contents add up to $1$ for $(2)$ and $-1$ for $(1,1)$, so both energies are $-J$ times the content sum.

The same rule holds for $n$ particles when every pair has the same exchange constant. Moving cells towards the first row then lowers the energy. For spin-½ electrons in this one-parameter model, that is the preference for high total spin; the diagrams extend it to more components.

```lean
import Mathlib

open Finset

namespace DominanceExchange
```

## Diagrams and dominance

For a diagram $\mu$ with cells $(r,c)$, row first, the content sum is $C(\mu)=\sum_{(r,c)\in\mu}(c-r)$.

```lean
/-- The content sum of a Young diagram: column index minus row index, added over all cells. -/
def contentSum (μ : YoungDiagram) : ℤ := ∑ c ∈ μ.cells, ((c.2 : ℤ) - c.1)
```

Let $S_k(\mu)$ be the number of cells in rows $0,\dots,k-1$.

```lean
/-- The number of cells in the first `k` rows. -/
def firstRows (μ : YoungDiagram) (k : ℕ) : ℕ := (μ.cells.filter (fun c => c.1 < k)).card
```

A diagram $\lambda$ dominates $\mu$ if $S_k(\lambda)\ge S_k(\mu)$ for every $k$. This definition allows equality and does not itself require equal sizes.

```lean
/-- Dominance order: for every `k`, the first `k` rows of `lam` hold at least as many cells
as those of `mu`. -/
def Dominates (lam mu : YoungDiagram) : Prop := ∀ k, firstRows mu k ≤ firstRows lam k
```

Concrete examples need at most three rows, some possibly empty.

```lean
/-- The Young diagram with rows of lengths `a ≥ b ≥ c`. -/
def threeRows (a b c : ℕ) (h : c ≤ b ∧ b ≤ a := by decide) : YoungDiagram where
  cells := (range 3 ×ˢ range a).filter
    (fun p => p.1 = 0 ∨ (p.1 = 1 ∧ p.2 < b) ∨ (p.1 = 2 ∧ p.2 < c))
  isLowerSet := by
    rintro ⟨i, j⟩ ⟨k, l⟩ hle hm
    have h1 : k ≤ i := hle.1
    have h2 : l ≤ j := hle.2
    simp only [coe_filter, mem_product, mem_range, Set.mem_ofPred_eq] at hm ⊢
    omega
```

## Exchange and permutation symmetry

A state is a complex function $\psi(s)$ of the component assignment $s$, which gives each particle a value in `σ`. The operator $P_{ij}$ swaps two arguments.

```lean
/-- The exchange operator `P_ij` swaps the components of particles `i` and `j`. -/
def exchange {n : ℕ} {σ : Type*} (i j : Fin n) (ψ : (Fin n → σ) → ℂ) : (Fin n → σ) → ℂ :=
  fun s => ψ (s ∘ Equiv.swap i j)
```

The Hamiltonian is $H=-\frac J2\sum_{i\ne j}P_{ij}$. The sum runs over ordered pairs, so each pair contributes $-JP_{ij}$ once. The constant $J$ stands for an exchange coupling independent of distance and orbital; there is no kinetic term.

```lean
/-- The uniform exchange Hamiltonian `H = -(J/2) ∑_{i ≠ j} P_ij`. -/
noncomputable def exchangeH {n : ℕ} {σ : Type*} (J : ℝ) (ψ : (Fin n → σ) → ℂ) :
    (Fin n → σ) → ℂ :=
  (-((J : ℂ) / 2)) • ∑ i, ∑ j with j ≠ i, exchange i j ψ
```

To give $\psi$ the symmetry $\mu$, place particle $i$ in cell $T(i)=(r_i,c_i)$, one particle per cell. Two particles in the same column satisfy $P_{ij}\psi=-\psi$. For every column $c<c_i$, Fock's cyclic condition requires
$$\sum_{j:\,c_j=c}P_{ij}\psi=\psi,$$
so antisymmetrising particle $i$ with a whole column to its left gives zero. The diagram describes the component part of the state only. States need not be normalised, only nonzero.

```lean
/-- A nonzero state of symmetry `μ`: the particles fill the cells of `μ` through `T`, the state
is antisymmetric within each column, and it obeys Fock's cyclic condition between columns. -/
structure FockState {n : ℕ} {σ : Type*} (μ : YoungDiagram) (T : Fin n → ℕ × ℕ)
    (ψ : (Fin n → σ) → ℂ) : Prop where
  inj : Function.Injective T
  fills : univ.image T = μ.cells
  column : ∀ i j, i ≠ j → (T i).2 = (T j).2 → exchange i j ψ = -ψ
  fock : ∀ i, ∀ c < (T i).2, ∑ j with (T j).2 = c, exchange i j ψ = ψ
  ne_zero : ψ ≠ 0
```

## Content sums from row lengths

With $\mu_i$ the length of row $i$, $S_k(\mu)=\sum_{i<k}\mu_i$.

```lean
/-- The first `k` rows hold as many cells as their lengths add up to. -/
theorem firstRows_eq (μ : YoungDiagram) (k : ℕ) :
    firstRows μ k = ∑ i ∈ range k, μ.rowLen i := by
  unfold firstRows
  rw [card_eq_sum_ones, sum_finset_product _ (range k) (fun i => range (μ.rowLen i))]
  · simp
  · rintro ⟨i, j⟩
    simp only [mem_filter, YoungDiagram.mem_cells, YoungDiagram.mem_iff_lt_rowLen, mem_range]
    exact and_comm
```

Row $i$ contributes $\sum_{j<\mu_i}(j-i)=\frac12\mu_i(\mu_i-1-2i)$. Hence, if $N$ is at least the number of rows,
$$2C(\mu)=\sum_{i<N}\mu_i(\mu_i-1-2i).$$
Lean obtains the row sum by induction on the row length.

```lean
/-- Twice the content sum, row by row: a row of length `r` with index `i` gives
`r (r - 1 - 2 i)`, provided `N` is at least the number of rows. -/
theorem two_contentSum (μ : YoungDiagram) {N : ℕ} (hN : μ.colLen 0 ≤ N) :
    2 * contentSum μ = ∑ i ∈ range N, (μ.rowLen i : ℤ) * (μ.rowLen i - 1 - 2 * i) := by
  unfold contentSum
  rw [sum_finset_product _ (range N) (fun i => range (μ.rowLen i)), mul_sum]
  · refine sum_congr rfl fun i _ => ?_
    generalize μ.rowLen i = r
    induction r with
    | zero => simp
    | succ r ih =>
      rw [sum_range_succ, mul_add, ih]
      push_cast
      ring
  · rintro ⟨i, j⟩
    simp only [YoungDiagram.mem_cells, mem_range]
    exact ⟨fun h => ⟨(YoungDiagram.mem_iff_lt_colLen.1 h).trans_le
      ((μ.colLen_anti 0 j (Nat.zero_le j)).trans hN), YoungDiagram.mem_iff_lt_rowLen.1 h⟩,
      fun h => YoungDiagram.mem_iff_lt_rowLen.2 h.2⟩
```

Now take non-increasing sequences $a_i,b_i$ and set $D_k=\sum_{i<k}(a_i-b_i)$, assumed non-negative. The difference of their row terms is $(a_i-b_i)w_i$ with $w_i=a_i+b_i-1-2i$. Summation by parts gives
$$\sum_{i<N}(D_{i+1}-D_i)w_i=D_Nw_N+\sum_{i<N}D_{i+1}(w_i-w_{i+1}).$$
Since $w_i-w_{i+1}\ge2$ and $D_0=0$, the right side is at least $D_Nw_N+2\sum_{k=0}^{N}D_k$. The formal proof is an induction on $N$; its product `p` supplies the inequality for each new row.

```lean
/-- Summation by parts for two non-increasing sequences `a`, `b` whose partial sums differ by
`D ≥ 0`: the excess of `a` in the row formula is bounded below through `D`. -/
theorem rows_excess (a b D : ℕ → ℤ) (ha : ∀ k, a (k + 1) ≤ a k) (hb : ∀ k, b (k + 1) ≤ b k)
    (h0 : D 0 = 0) (hs : ∀ k, D (k + 1) = D k + (a k - b k)) (hD : ∀ k, 0 ≤ D k) (N : ℕ) :
    D N * (a N + b N - 1 - 2 * N) + 2 * ∑ k ∈ range (N + 1), D k ≤
      ∑ i ∈ range N, (a i * (a i - 1 - 2 * i) - b i * (b i - 1 - 2 * i)) := by
  induction N with
  | zero => simp [h0]
  | succ N ih =>
    have p := mul_nonneg (hD (N + 1))
      (show 0 ≤ (a N - a (N + 1)) + (b N - b (N + 1)) by linarith [ha N, hb N])
    rw [sum_range_succ D (N + 1),
      sum_range_succ (fun i : ℕ => a i * (a i - 1 - 2 * i) - b i * (b i - 1 - 2 * i)) N]
    rw [hs N] at p ⊢
    push_cast
    nlinarith [ih, p]
```

Apply this to the rows of $\lambda$ and $\mu$, with $N$ the sum of their row counts. Equal size gives $D_N=0$, so
$$C(\lambda)-C(\mu)\ge\sum_{k=0}^{N}D_k.$$
Dominance makes every $D_k$ non-negative. If all vanished, the row lengths would agree and the diagrams would coincide; for different diagrams the sum is therefore positive.

Allowing $\lambda$ even one extra cell breaks the result: $(1,1)$ dominates $(1)$ in the sense above, but its content sum is $-1$, against $0$.

```lean
/-- If `lam` dominates a different diagram `mu` of equal size, its content sum is strictly
larger. -/
theorem contentSum_lt {lam mu : YoungDiagram} (hcard : lam.cells.card = mu.cells.card)
    (hdom : Dominates lam mu) (hne : lam ≠ mu) : contentSum mu < contentSum lam := by
  set N := lam.colLen 0 + mu.colLen 0 with hN
  let D : ℕ → ℤ := fun k => (firstRows lam k : ℤ) - firstRows mu k
  have hs : ∀ k, D (k + 1) = D k + ((lam.rowLen k : ℤ) - mu.rowLen k) := by
    intro k
    simp only [D, firstRows_eq, sum_range_succ]
    push_cast
    ring
  have hD : ∀ k, 0 ≤ D k := fun k => sub_nonneg.2 (by exact_mod_cast hdom k)
  -- beyond the last row both diagrams are exhausted
  have hall : ∀ (μ : YoungDiagram) (k : ℕ), μ.colLen 0 ≤ k → firstRows μ k = μ.cells.card := by
    intro μ k hk
    unfold firstRows
    rw [filter_true_of_mem]
    rintro ⟨i, j⟩ hc
    exact (YoungDiagram.mem_iff_lt_colLen.1 ((YoungDiagram.mem_cells _).1 hc)).trans_le
      ((μ.colLen_anti 0 j (Nat.zero_le j)).trans hk)
  have hend : ∀ k, N ≤ k → D k = 0 := by
    intro k hk
    simp only [D]
    rw [hall lam k (by omega), hall mu k (by omega), hcard, sub_self]
  -- different diagrams differ in some partial sum
  obtain ⟨k, hk⟩ : ∃ k, D k ≠ 0 := by
    by_contra hcon
    push Not at hcon
    have hrow : ∀ i, lam.rowLen i = mu.rowLen i := by
      intro i
      have := hs i
      rw [hcon, hcon] at this
      omega
    apply hne
    apply YoungDiagram.ext
    ext ⟨i, j⟩
    simp only [YoungDiagram.mem_cells, YoungDiagram.mem_iff_lt_rowLen, hrow]
  have hkN : k < N + 1 := by
    by_contra hcon
    exact hk (hend k (by omega))
  have hpos : D k ≤ ∑ k ∈ range (N + 1), D k :=
    single_le_sum (fun i _ => hD i) (mem_range.2 hkN)
  have hkpos : 0 < D k := lt_of_le_of_ne (hD k) (Ne.symm hk)
  have key := rows_excess (fun i => (lam.rowLen i : ℤ)) (fun i => (mu.rowLen i : ℤ)) D
    (fun k => by exact_mod_cast lam.rowLen_anti k (k + 1) (Nat.le_succ k))
    (fun k => by exact_mod_cast mu.rowLen_anti k (k + 1) (Nat.le_succ k))
    (by simp [D, firstRows_eq]) hs hD N
  have hdiff : ∑ i ∈ range N, ((lam.rowLen i : ℤ) * (lam.rowLen i - 1 - 2 * i) -
      (mu.rowLen i : ℤ) * (mu.rowLen i - 1 - 2 * i)) = 2 * contentSum lam - 2 * contentSum mu := by
    rw [sum_sub_distrib, two_contentSum lam (N := N) (by omega),
      two_contentSum mu (N := N) (by omega)]
  rw [hend N le_rfl, zero_mul, hdiff] at key
  linarith
```

A larger content sum does not imply dominance. The diagrams $(5,1,1)$ and $(4,3)$ have content sums $7$ and $6$, but their first two rows hold $6$ and $7$ cells.

```lean
/-- The converse fails: (5,1,1) and (4,3) have equal size and (5,1,1) has the larger content
sum, yet it does not dominate (4,3). -/
theorem converse_fails :
    (threeRows 5 1 1).cells.card = (threeRows 4 3 0).cells.card ∧
    contentSum (threeRows 4 3 0) < contentSum (threeRows 5 1 1) ∧
    ¬ Dominates (threeRows 5 1 1) (threeRows 4 3 0) :=
  ⟨by decide, by decide, fun h => absurd (h 2) (by decide)⟩
```

## From contents to energies

Order the particles by column, then by row. Exchanging particle $i$ with everyone in the columns to its left gives $c_i\psi$, one $\psi$ per column (`hl`). The $r_i$ particles above it in its own column give $-r_i\psi$ (`hc`). Together,
$$\sum_{j\text{ before }i}P_{ij}\psi=(c_i-r_i)\psi.$$
Summing over $i$ counts each pair once and gives $C(\mu)\psi$ (`hX`). Ordered pairs double this (`hS`), and the prefactor $-J/2$ leaves
$$H\psi=-J\,C(\mu)\,\psi.$$

```lean
/-- A state of symmetry `μ` is an eigenstate of the uniform exchange Hamiltonian, with energy
`-J` times the content sum of `μ`. -/
theorem exchangeH_eigen {n : ℕ} {σ : Type*} {μ : YoungDiagram} {T : Fin n → ℕ × ℕ}
    {ψ : (Fin n → σ) → ℂ} (h : FockState μ T ψ) (J : ℝ) :
    exchangeH J ψ = ((-(J * (contentSum μ : ℝ)) : ℝ) : ℂ) • ψ := by
  -- exchanges with all columns to the left: one `ψ` per column
  have hl : ∀ i, ∑ j with (T j).2 < (T i).2, exchange i j ψ = ((T i).2 : ℂ) • ψ := by
    intro i
    rw [← sum_fiberwise_of_maps_to (t := range (T i).2) (g := fun j => (T j).2)
      (fun j hj => mem_range.2 (mem_filter.1 hj).2)]
    trans ∑ c ∈ range (T i).2, ψ
    · refine sum_congr rfl fun c hc => Eq.trans ?_ (h.fock i c (mem_range.1 hc))
      refine sum_congr ?_ fun _ _ => rfl
      ext j
      have := mem_range.1 hc
      simp only [mem_filter, mem_univ, true_and]
      omega
    · rw [sum_const, card_range, Nat.cast_smul_eq_nsmul ℂ]
  -- exchanges with the cells above in the same column: one `-ψ` per cell
  have hc : ∀ i, ∑ j with (T j).2 = (T i).2 ∧ (T j).1 < (T i).1, exchange i j ψ
      = (-((T i).1 : ℂ)) • ψ := by
    intro i
    have himg : (univ.filter fun j => (T j).2 = (T i).2 ∧ (T j).1 < (T i).1).image T
        = (range (T i).1).image (fun r => (r, (T i).2)) := by
      ext ⟨r, c⟩
      simp only [mem_image, mem_filter, mem_univ, true_and, mem_range]
      constructor
      · rintro ⟨j, ⟨h1, h2⟩, hj⟩
        exact ⟨(T j).1, h2, by rw [← hj, ← h1]⟩
      · rintro ⟨a, ha, hac⟩
        have hi : T i ∈ μ.cells := h.fills ▸ mem_image_of_mem T (mem_univ i)
        have hm : (a, (T i).2) ∈ μ.cells := mem_coe.1 (μ.isLowerSet
          (show (a, (T i).2) ≤ T i from ⟨ha.le, le_rfl⟩) (mem_coe.2 hi))
        rw [← h.fills, mem_image] at hm
        obtain ⟨j, _, hj⟩ := hm
        exact ⟨j, by rw [hj]; exact ⟨rfl, ha⟩, hj.trans hac⟩
    have hcard := congrArg Finset.card himg
    rw [card_image_of_injective _ h.inj, card_image_of_injective _
      (fun a b hab => (Prod.mk.inj hab).1), card_range] at hcard
    trans ∑ j with (T j).2 = (T i).2 ∧ (T j).1 < (T i).1, -ψ
    · refine sum_congr rfl fun j hj => ?_
      obtain ⟨h1, h2⟩ := (mem_filter.1 hj).2
      exact h.column i j (fun e => by subst e; omega) h1.symm
    · rw [sum_const, hcard, neg_smul, Nat.cast_smul_eq_nsmul ℂ, smul_neg]
  let A : Fin n → Fin n → ((Fin n → σ) → ℂ) := fun i j =>
    (if (T j).2 < (T i).2 then exchange i j ψ else 0) +
    (if (T j).2 = (T i).2 ∧ (T j).1 < (T i).1 then exchange i j ψ else 0)
  -- every pair is counted once in each order
  have hA : ∀ i j, (if j ≠ i then exchange i j ψ else 0) = A i j + A j i := by
    intro i j
    by_cases hij : j = i
    · subst hij
      simp [A]
    · have hT : (T j).1 ≠ (T i).1 ∨ (T j).2 ≠ (T i).2 := by
        by_contra hcon
        exact hij (h.inj (Prod.ext (by omega) (by omega)))
      have hsym : exchange j i ψ = exchange i j ψ := by
        unfold exchange
        rw [Equiv.swap_comm]
      simp only [A, hsym]
      rw [if_pos hij]
      split_ifs <;> first | (exfalso; omega) | simp
  have hX : ∑ i, ∑ j, A i j = (contentSum μ : ℂ) • ψ := by
    have hrow : ∀ i, ∑ j, A i j = (((T i).2 : ℂ) - (T i).1) • ψ := by
      intro i
      simp only [A]
      rw [sum_add_distrib, ← sum_filter, ← sum_filter, hl, hc]
      module
    rw [sum_congr rfl fun i _ => hrow i, ← sum_smul]
    unfold contentSum
    rw [← h.fills, sum_image (fun _ _ _ _ e => h.inj e)]
    push_cast
    rfl
  have hS : ∑ i, ∑ j with j ≠ i, exchange i j ψ
      = (contentSum μ : ℂ) • ψ + (contentSum μ : ℂ) • ψ := by
    simp only [sum_filter, hA, sum_add_distrib]
    rw [sum_comm (f := fun i j => A j i), hX]
  unfold exchangeH
  rw [hS]
  push_cast
  module
```

Let $\psi$ and $\varphi$ have symmetries $\lambda$ and $\mu$, with energies $E$ and $F$. Both diagrams have $n$ cells, so equal size is automatic. If $J>0$ and $\lambda$ dominates $\mu$ and differs from it, then
$$E=-J\,C(\lambda)<-J\,C(\mu)=F.$$
The hypotheses `hE` and `hF` only name the energies, since the eigenvalue equation is already proved. Lean reads off each eigenvalue at an assignment where the state is nonzero.

```lean
/-- For `J > 0`, if the symmetry `lam` of one energy eigenstate dominates the different symmetry
`mu` of another, the first state has strictly lower uniform-exchange energy. -/
theorem exchange_energy_lt {n : ℕ} {σ : Type*} {lam mu : YoungDiagram} {T U : Fin n → ℕ × ℕ}
    {ψ φ : (Fin n → σ) → ℂ} (hψ : FockState lam T ψ) (hφ : FockState mu U φ)
    (hdom : Dominates lam mu) (hne : lam ≠ mu) {J E F : ℝ} (hJ : 0 < J)
    (hE : exchangeH J ψ = (E : ℂ) • ψ) (hF : exchangeH J φ = (F : ℂ) • φ) : E < F := by
  -- a nonzero state fixes its eigenvalue
  have val : ∀ {μ : YoungDiagram} {V : Fin n → ℕ × ℕ} {χ : (Fin n → σ) → ℂ} {G : ℝ},
      FockState μ V χ → exchangeH J χ = (G : ℂ) • χ → G = -(J * (contentSum μ : ℝ)) := by
    intro μ V χ G h hG
    obtain ⟨s, hs⟩ := Function.ne_iff.1 h.ne_zero
    have e := congrFun (hG.symm.trans (exchangeH_eigen h J)) s
    simp only [Pi.smul_apply, smul_eq_mul] at e
    exact Complex.ofReal_injective (mul_right_cancel₀ hs e)
  have hcard : lam.cells.card = mu.cells.card := by
    rw [← hψ.fills, ← hφ.fills, card_image_of_injective _ hψ.inj,
      card_image_of_injective _ hφ.inj]
  have hlt : (contentSum mu : ℝ) < contentSum lam := by
    exact_mod_cast contentSum_lt hcard hdom hne
  rw [val hψ hE, val hφ hF]
  exact neg_lt_neg (mul_lt_mul_of_pos_left hlt hJ)
```

## Three spin-½ particles

The constant state has symmetry $(3)$; normalised, each of its eight amplitudes is $1/\sqrt8$. The second state, normalised and with particles listed in the order $0,1,2$, is $(|001\rangle-|100\rangle)/\sqrt2$. It has symmetry $(2,1)$, with particles $0$ and $2$ in the first column. The content sums are $3$ and $0$, so the energies are $-3J$ and $0$. The proof checks the symmetry conditions by finite cases; for dominance, the first row of $(3)$ already holds all three cells.

```lean
/-- Three two-component particles: a constant state has symmetry (3), an explicit state
antisymmetric in particles 0 and 2 has symmetry (2,1), and (3) dominates (2,1). -/
theorem exchange_energy_lt_witness :
    FockState (threeRows 3 0 0) ![(0, 0), (0, 1), (0, 2)] (fun _ : Fin 3 → Fin 2 => (1 : ℂ)) ∧
    FockState (threeRows 2 1 0) ![(0, 0), (0, 1), (1, 0)] (fun s : Fin 3 → Fin 2 =>
      if s 1 = 0 then (((s 2 : ℕ) : ℂ) - ((s 0 : ℕ) : ℂ)) else 0) ∧
    Dominates (threeRows 3 0 0) (threeRows 2 1 0) ∧ threeRows 3 0 0 ≠ threeRows 2 1 0 := by
  refine ⟨⟨by decide, by decide, ?_, ?_, ?_⟩, ⟨by decide, by decide, ?_, ?_, ?_⟩, ?_, ?_⟩
  · intro i j hij hcol
    have hd : ∀ i j : Fin 3, i ≠ j → ((![(0, 0), (0, 1), (0, 2)] : Fin 3 → ℕ × ℕ) i).2 ≠
      ((![(0, 0), (0, 1), (0, 2)] : Fin 3 → ℕ × ℕ) j).2 := by decide
    exact absurd hcol (hd i j hij)
  · intro i c hc
    have hd : ∀ i : Fin 3, ∀ c < ((![(0, 0), (0, 1), (0, 2)] : Fin 3 → ℕ × ℕ) i).2,
      (univ.filter fun j : Fin 3 =>
        ((![(0, 0), (0, 1), (0, 2)] : Fin 3 → ℕ × ℕ) j).2 = c).card = 1 := by decide
    unfold exchange
    rw [sum_const, hd i c hc, one_smul]
  · intro h
    exact one_ne_zero (congrFun h 0)
  · intro i j hij hcol
    have hd : ∀ i j : Fin 3, i ≠ j → ((![(0, 0), (0, 1), (1, 0)] : Fin 3 → ℕ × ℕ) i).2 =
      ((![(0, 0), (0, 1), (1, 0)] : Fin 3 → ℕ × ℕ) j).2 →
      (i = 0 ∧ j = 2) ∨ (i = 2 ∧ j = 0) := by decide
    rcases hd i j hij hcol with ⟨rfl, rfl⟩ | ⟨rfl, rfl⟩ <;> funext s <;>
      by_cases h1 : s 1 = 0 <;> simp [exchange, Equiv.swap_apply_def, h1]
  · intro i c hc
    have hd : ∀ i : Fin 3, ∀ c < ((![(0, 0), (0, 1), (1, 0)] : Fin 3 → ℕ × ℕ) i).2,
      i = 1 ∧ c = 0 := by decide
    obtain ⟨rfl, rfl⟩ := hd i c hc
    have hf : (univ.filter fun j : Fin 3 =>
      ((![(0, 0), (0, 1), (1, 0)] : Fin 3 → ℕ × ℕ) j).2 = 0) = {0, 2} := by decide
    rw [hf, sum_pair (by decide)]
    funext s
    have h2 : ∀ x : Fin 2, x = 0 ∨ x = 1 := by decide
    rcases h2 (s 0) with a | a <;> rcases h2 (s 1) with b | b <;> rcases h2 (s 2) with c | c <;>
      simp [exchange, Equiv.swap_apply_def, a, b, c]
  · intro h
    have := congrFun h ![0, 0, 1]
    simp at this
  · intro k
    rcases k with _ | k
    · decide
    · have hd : ∀ c ∈ (threeRows 3 0 0).cells, c.1 = 0 := by decide
      have e : firstRows (threeRows 3 0 0) (k + 1) = (threeRows 3 0 0).cells.card := by
        unfold firstRows
        rw [filter_true_of_mem]
        intro c hc
        have := hd c hc
        omega
      rw [e]
      exact (card_filter_le _ _).trans (by decide)
  · intro h
    exact absurd (congrArg (fun μ => firstRows μ 1) h) (by decide)

end DominanceExchange
```

```lean
#print axioms DominanceExchange.converse_fails
#print axioms DominanceExchange.exchange_energy_lt
```

```
'DominanceExchange.converse_fails' depends on axioms: [propext, Classical.choice, Quot.sound]
'DominanceExchange.exchange_energy_lt' depends on axioms: [propext, Classical.choice, Quot.sound]
```
